# For a finite-state chain with nearest-neighbour bonds and free composition, a supercell with at most as many sites as there are site states attains the lowest energy per site

## Chains, bonds and energy per site

Each site of a chain is in one of q states, for instance a species or an orientation, and each pair of neighbours has an energy that depends on their two states. How large a supercell is needed to find a periodic arrangement of lowest energy per site?

Let S be the set of site states. A chain is a sequence s(0), s(1), s(2), … in S, in Lean a function `s : ℕ → S`. A periodic sequence of this kind also fixes a chain that is infinite in both directions.

```lean
import Mathlib

open Finset Function

namespace GroundStateSupercell

noncomputable section

variable {S : Type*}
```

The bond energy V(a, b) is any real function of the left state a and the right state b. It need not be symmetric, so bonds between polar units are allowed. The first N bonds have the energy

E(N, s) = V(s(0), s(1)) + V(s(1), s(2)) + … + V(s(N−1), s(N)).

```lean
/-- Energy of the first `N` nearest-neighbour bonds of a chain `s` with bond energy `V`. -/
def chainEnergy (V : S → S → ℝ) (N : ℕ) (s : ℕ → S) : ℝ :=
  ∑ n ∈ range N, V (s n) (s (n + 1))
```

The energy per site is E(N, s)/N. If s has period N, the last bond joins the cell to its next image, and each bond of the cell is counted once. For N = 1 the only bond joins a site to its own image.

```lean
/-- Energy per site of a chain over a cell of `N` sites, for `N ≥ 1`. -/
def energyPerSite (V : S → S → ℝ) (N : ℕ) (s : ℕ → S) : ℝ :=
  chainEnergy V N s / N
```

`Periodic s N` means s(n + N) = s(n) for all n. N need not be the smallest period.

The hypotheses leave one physical step open: that the energy of the real system is a sum of such nearest-neighbour terms over finitely many site states. The model is classical and one-dimensional, and "ground state" means a minimum over arrangements, not a quantum eigenstate. Composition is free to vary; if the states are species, the chemical potential μ(a) of each species a enters through a term −μ(a) in V(a, b). At fixed composition the bound can fail: two species in the ratio 1:2 need a period of at least 3.

## Repeating a block of sites

Take the m sites of s that start at site a, and repeat them:

u(n) = s(a + (n mod m)).

```lean
/-- The chain obtained by repeating the block of `m` sites of `s` that starts at site `a`,
for `m ≥ 1`. -/
def repeatCell (s : ℕ → S) (a m : ℕ) : ℕ → S := fun n => s (a + n % m)
```

Since n + m and n have the same remainder modulo m, u has period m.

```lean
/-- Repeating a block of `m` sites gives a chain of period `m`. -/
theorem repeatCell_periodic (s : ℕ → S) (a m : ℕ) : Periodic (repeatCell s a m) m := by
  intro n
  simp only [repeatCell, Nat.add_mod_right]
```

For m = k + 1, the cell of u contains the k inner bonds of the block and one new bond, from its last site back to its first:

E(k+1, u) = V(s(a), s(a+1)) + … + V(s(a+k−1), s(a+k)) + V(s(a+k), s(a)).

The proof takes the last term off the sum with `sum_range_succ` and then evaluates the remainders, which are trivial except at the closing bond, where (k + 1) mod (k + 1) = 0.

```lean
/-- The energy of a repeated block of `k + 1` sites is that of its `k` inner bonds plus the
bond that joins its last site to its first. -/
theorem chainEnergy_repeatCell (V : S → S → ℝ) (s : ℕ → S) (a k : ℕ) :
    chainEnergy V (k + 1) (repeatCell s a (k + 1)) =
      ∑ n ∈ range k, V (s (a + n)) (s (a + (n + 1))) + V (s (a + k)) (s a) := by
  unfold chainEnergy
  rw [sum_range_succ]
  congr 1
  · apply sum_congr rfl
    intro n hn
    have hn' := mem_range.1 hn
    simp only [repeatCell]
    rw [Nat.mod_eq_of_lt (by omega : n < k + 1),
      Nat.mod_eq_of_lt (by omega : n + 1 < k + 1)]
  · simp only [repeatCell]
    rw [Nat.mod_eq_of_lt (by omega : k < k + 1), Nat.mod_self, Nat.add_zero]
```

If the state at a recurs m sites later, s(a+m) = s(a), the closing bond has the same energy as the original bond from a+m−1 to a+m. The repeated block then costs exactly what its m bonds cost in s.

```lean
/-- If the state at site `a` recurs `m ≥ 1` sites later, repeating the block between them
costs exactly the energy of its bonds in the original chain. -/
theorem chainEnergy_closed (V : S → S → ℝ) (s : ℕ → S) (a m : ℕ) (hm : 0 < m)
    (h : s (a + m) = s a) :
    chainEnergy V m (repeatCell s a m) =
      ∑ n ∈ range m, V (s (a + n)) (s (a + (n + 1))) := by
  obtain ⟨k, rfl⟩ : ∃ k, m = k + 1 := ⟨m - 1, by omega⟩
  rw [chainEnergy_repeatCell, sum_range_succ, h]
```

## Cutting a cell at a repeated state

The energy of a periodic chain does not depend on where the cell starts. Moving the start of a sum over one period from i to i + 1 removes f(i) and adds f(i + N), and these are equal. The Lean proof is an induction on i that evaluates the sum of the N + 1 terms from i to i + N in two ways, taking off either the last term or the first.

```lean
/-- The sum of a periodic quantity over one period does not depend on the starting site. -/
theorem sum_shift (f : ℕ → ℝ) (N : ℕ) (hf : Periodic f N) (i : ℕ) :
    ∑ n ∈ range N, f (i + n) = ∑ n ∈ range N, f n := by
  induction i with
  | zero => simp
  | succ i ih =>
    have h1 : ∑ n ∈ range (N + 1), f (i + n) = ∑ n ∈ range N, f (i + n) + f (i + N) :=
      sum_range_succ _ _
    have h2 : ∑ n ∈ range (N + 1), f (i + n) = ∑ n ∈ range N, f (i + (n + 1)) + f (i + 0) :=
      sum_range_succ' _ _
    have h3 : f (i + N) = f i := hf i
    have h4 : ∑ n ∈ range N, f (i + 1 + n) = ∑ n ∈ range N, f (i + (n + 1)) :=
      sum_congr rfl fun n _ => by rw [show i + 1 + n = i + (n + 1) by omega]
    have h5 : f (i + 0) = f i := rfl
    linarith
```

Now let s have period d + e, with d and e positive numbers of sites, and let s(i+d) = s(i). Let u repeat the d sites from i, and let w repeat the e sites from i + d. The first block closes by assumption. The second closes because

s(i+d+e) = s(i) = s(i+d).

Together the two blocks use the bonds that start at sites i to i+d+e−1, which is one full period, so

E(d, u) + E(e, w) = E(d+e, s).

In the proof, `h'` is the second closure, `hper` the periodicity of the bond energies and `hshift` the change of starting site.

```lean
/-- If a state recurs after `d` sites in a chain of period `d + e`, with `d, e ≥ 1`, the cell
splits into two closed cells of `d` and `e` sites whose energies add up to the original. -/
theorem chainEnergy_split (V : S → S → ℝ) (s : ℕ → S) (i d e : ℕ) (hd : 0 < d) (he : 0 < e)
    (hs : Periodic s (d + e)) (h : s (i + d) = s i) :
    chainEnergy V d (repeatCell s i d) + chainEnergy V e (repeatCell s (i + d) e) =
      chainEnergy V (d + e) s := by
  have h' : s (i + d + e) = s (i + d) := by rw [add_assoc, hs i, h]
  have hper : Periodic (fun n => V (s n) (s (n + 1))) (d + e) := by
    intro n
    show V (s (n + (d + e))) (s (n + (d + e) + 1)) = V (s n) (s (n + 1))
    rw [show n + (d + e) + 1 = n + 1 + (d + e) by omega, hs n, hs (n + 1)]
  have hshift : ∑ n ∈ range (d + e), V (s (i + n)) (s (i + n + 1)) =
      ∑ n ∈ range (d + e), V (s n) (s (n + 1)) := sum_shift _ _ hper i
  rw [chainEnergy_closed V s i d hd h, chainEnergy_closed V s (i + d) e he h', chainEnergy,
    ← hshift, Finset.sum_range_add]
  simp only [add_assoc]
```

## Reducing the period to at most q

The energy per site of the whole cell is a weighted mean of those of its parts:

E(d+e, s)/(d+e) = [d/(d+e)] · E(d, u)/d + [e/(d+e)] · E(e, w)/e.

At least one part therefore has an energy per site no larger than the whole. With denominators cleared, the question is which of E(d, u)·e and E(e, w)·d is smaller, and `le_total` makes this case distinction in `hbest`.

If N ≤ q, the chain s itself will do. If N > q, the N sites of the cell cannot all be in different states, so two sites x < y share one. Set i = x, d = y − x and e = N − d. Both parts are shorter than N, and the better one has energy per site no larger than that of s. Strong induction on N repeats the cut until the period is at most q.

The theorem reads: for every V, every N ≥ 1 and every chain s of period N, there are a period p with 1 ≤ p ≤ q and a chain t of period p whose energy per site is no larger than that of s. Here q is `Fintype.card S`.

```lean
/-- For every chain of period `N ≥ 1` there is a chain whose period is at least one and at most
the number of site states, and whose energy per site is no larger. -/
theorem exists_short_period [Fintype S] (V : S → S → ℝ) (N : ℕ) (hN : 0 < N) (s : ℕ → S)
    (hs : Periodic s N) :
    ∃ (p : ℕ) (t : ℕ → S), 0 < p ∧ p ≤ Fintype.card S ∧ Periodic t p ∧
      energyPerSite V p t ≤ energyPerSite V N s := by
  revert hN s
  induction N using Nat.strong_induction_on with
  | _ N ih =>
    intro hN s hs
    by_cases hq : N ≤ Fintype.card S
    · exact ⟨N, s, hN, hq, hs, le_rfl⟩
    -- a cell longer than the number of states contains some state twice
    have hrec : ∃ i d, 0 < d ∧ d < N ∧ s (i + d) = s i := by
      obtain ⟨x, y, hne, hxy⟩ := Fintype.exists_ne_map_eq_of_card_lt
        (fun n : Fin N => s n.val) (by rw [Fintype.card_fin]; omega)
      have hx := x.isLt
      have hy := y.isLt
      rcases lt_or_gt_of_ne (fun h => hne (Fin.ext h) : x.val ≠ y.val) with hlt | hlt
      · exact ⟨x.val, y.val - x.val, by omega, by omega, by
          rw [Nat.add_sub_cancel' hlt.le]; exact hxy.symm⟩
      · exact ⟨y.val, x.val - y.val, by omega, by omega, by
          rw [Nat.add_sub_cancel' (le_of_lt hlt)]; exact hxy⟩
    obtain ⟨i, d, hd, hdN, hi⟩ := hrec
    obtain ⟨e, rfl⟩ : ∃ e, N = d + e := ⟨N - d, by omega⟩
    have he : 0 < e := by omega
    have hsplit := chainEnergy_split V s i d e hd he hs hi
    -- one of the two pieces is at least as good as the whole
    have hbest : energyPerSite V d (repeatCell s i d) ≤ energyPerSite V (d + e) s ∨
        energyPerSite V e (repeatCell s (i + d) e) ≤ energyPerSite V (d + e) s := by
      have hd' : (0 : ℝ) < d := by exact_mod_cast hd
      have he' : (0 : ℝ) < e := by exact_mod_cast he
      unfold energyPerSite
      rw [← hsplit, Nat.cast_add, div_le_div_iff₀ hd' (by positivity),
        div_le_div_iff₀ he' (by positivity)]
      rcases le_total (chainEnergy V d (repeatCell s i d) * e)
        (chainEnergy V e (repeatCell s (i + d) e) * d) with h | h
      · left; linarith
      · right; linarith
    rcases hbest with h | h
    · obtain ⟨p, t, hp, hpq, ht, hle⟩ := ih d (by omega) hd _ (repeatCell_periodic s i d)
      exact ⟨p, t, hp, hpq, ht, hle.trans h⟩
    · obtain ⟨p, t, hp, hpq, ht, hle⟩ := ih e (by omega) he _ (repeatCell_periodic s (i + d) e)
      exact ⟨p, t, hp, hpq, ht, hle.trans h⟩
```

## A lowest-energy cell exists

There are finitely many cells of at most q sites, so one of them has the lowest energy per site. By the previous theorem it is also at least as good as every longer cell. `Nonempty S` ensures that there is a chain at all.

In Lean a candidate is a pair: a number that fixes the cell length between 1 and q, and a list of q states, of which only the first entries up to that length are used. `Finite.exists_min` picks the best pair. Any short chain t is among the candidates because t(n mod p) = t(n), which is `hcell`.

```lean
/-- For a finite, nonempty set of site states, some chain with period at most the number of
states has the lowest energy per site among all periodic chains. -/
theorem exists_ground_state [Fintype S] [Nonempty S] (V : S → S → ℝ) :
    ∃ (p : ℕ) (t : ℕ → S), 0 < p ∧ p ≤ Fintype.card S ∧ Periodic t p ∧
      ∀ N, 0 < N → ∀ s : ℕ → S, Periodic s N →
        energyPerSite V p t ≤ energyPerSite V N s := by
  have : Nonempty (Fin (Fintype.card S)) := ⟨⟨0, Fintype.card_pos⟩⟩
  -- the finitely many cells with at most `card S` sites
  let cell : Fin (Fintype.card S) × (Fin (Fintype.card S) → S) → ℕ → S := fun x n =>
    x.2 ⟨n % (x.1.val + 1), lt_of_lt_of_le (Nat.mod_lt _ (Nat.succ_pos _)) x.1.isLt⟩
  obtain ⟨x, hx⟩ := Finite.exists_min fun x => energyPerSite V (x.1.val + 1) (cell x)
  refine ⟨x.1.val + 1, cell x, Nat.succ_pos _, x.1.isLt,
    fun n => congrArg x.2 (Fin.ext (Nat.add_mod_right _ _)), ?_⟩
  intro N hN s hs
  obtain ⟨p, t, hp, hpq, ht, hle⟩ := exists_short_period V N hN s hs
  obtain ⟨k, rfl⟩ : ∃ k, p = k + 1 := ⟨p - 1, by omega⟩
  let y : Fin (Fintype.card S) × (Fin (Fintype.card S) → S) :=
    (⟨k, by omega⟩, fun j => t j.val)
  have hcell : cell y = t := funext fun n => ht.map_mod_nat n
  calc energyPerSite V (x.1.val + 1) (cell x) ≤ energyPerSite V (k + 1) (cell y) := hx y
    _ = energyPerSite V (k + 1) t := by rw [hcell]
    _ ≤ energyPerSite V N s := hle
```

For supercell searches with a lattice model, this means that in a one-dimensional chain with nearest-neighbour bonds and free composition, enumerating the cells of up to q sites is enough to find the lowest energy per site and one arrangement that attains it. Other arrangements with the same energy per site can have longer periods.

## Chains without a period

Could an aperiodic arrangement do better? Let ε be a lower bound on the energy per site of all periodic chains (not an orbital energy), and let B bound the strength of a single bond, |V(a, b)| ≤ B. For finite S such a B always exists.

Take N successive bonds of any chain and close the segment into a ring. Only the last bond changes, from V(s(N−1), s(N)) to V(s(N−1), s(0)), and this costs at most 2B. The ring is periodic, so

N ε ≤ E(N, s) + 2B,

and hence

ε − 2B/N ≤ E(N, s)/N.

The Lean proof writes N = k + 1 and applies the formula for a repeated block with a = 0. The bounds `h1` and `h2` are those on the new and the old bond.

```lean
/-- If `ε` bounds the energy per site of all periodic chains from below and bond energies are
at most `B` in magnitude, then `N ≥ 1` successive bonds of any chain, periodic or not, have a
mean energy of at least `ε - 2B/N`. -/
theorem aperiodic_bound (V : S → S → ℝ) (ε B : ℝ) (hB : ∀ a b, |V a b| ≤ B)
    (hε : ∀ N, 0 < N → ∀ s : ℕ → S, Periodic s N → ε ≤ energyPerSite V N s)
    (N : ℕ) (hN : 0 < N) (s : ℕ → S) :
    ε - 2 * B / N ≤ energyPerSite V N s := by
  obtain ⟨k, rfl⟩ : ∃ k, N = k + 1 := ⟨N - 1, by omega⟩
  have hpos : (0 : ℝ) < ((k + 1 : ℕ) : ℝ) := by exact_mod_cast hN
  -- close the open segment into a ring, which changes a single bond
  have h := hε (k + 1) hN _ (repeatCell_periodic s 0 (k + 1))
  rw [energyPerSite, chainEnergy_repeatCell, le_div_iff₀ hpos] at h
  simp only [zero_add] at h
  have h1 := (abs_le.1 (hB (s k) (s 0))).2
  have h2 := (abs_le.1 (hB (s k) (s (k + 1)))).1
  rw [energyPerSite, le_div_iff₀ hpos, sub_mul, div_mul_cancel₀ _ hpos.ne', chainEnergy,
    sum_range_succ]
  linarith
```

The correction vanishes as N grows, so the long-run mean of an aperiodic chain cannot lie below ε; this limit is an informal consequence of the inequality.

## A bond energy that needs all q sites

Let the states be the integers modulo q, in Lean `ZMod q`, with V(a, b) = 0 if b = a + 1 and V(a, b) = 1 otherwise.

```lean
/-- Bond energy on `q` cyclically ordered states, for `q ≥ 1`: zero if the right neighbour is
the successor of the left one, and one otherwise. -/
def cyclicBond (q : ℕ) (a b : ZMod q) : ℝ := if b = a + 1 then 0 else 1
```

The chain 0, 1, 2, … modulo q has period q and zero energy. Conversely, let a chain of period N ≥ 1 have energy per site at most zero. No bond energy is negative, so each of the N bonds must be zero, and the state advances by one at every step (`hstep`). Therefore

s(N) = s(0) + N (mod q).

Periodicity gives s(N) = s(0), so N is a multiple of q. No shorter cell than q reaches the minimum, and the general bound cannot be lowered for any q ≥ 1.

For q ≥ 3 this V is not symmetric, and it could not be: with a symmetric V, alternating the two states of the cheapest bond already gives the lowest possible mean, with period at most 2.

```lean
/-- The bound on the period is sharp: for the cyclic bond energy on `q ≥ 1` states, the chain
`0, 1, 2, …` of period `q` has zero energy per site, and every periodic chain that does as well
has a period divisible by `q`. -/
theorem period_bound_sharp (q : ℕ) [NeZero q] :
    Fintype.card (ZMod q) = q ∧ Periodic (fun n : ℕ => (n : ZMod q)) q ∧
      energyPerSite (cyclicBond q) q (fun n : ℕ => (n : ZMod q)) = 0 ∧
      ∀ N, 0 < N → ∀ s : ℕ → ZMod q, Periodic s N →
        energyPerSite (cyclicBond q) N s ≤ 0 → q ∣ N := by
  refine ⟨ZMod.card q, fun n => by simp, by simp [energyPerSite, chainEnergy, cyclicBond], ?_⟩
  intro N hN s hs h
  have hpos : (0 : ℝ) < N := by exact_mod_cast hN
  rw [energyPerSite, div_le_iff₀ hpos, zero_mul, chainEnergy] at h
  have hnn : ∀ n ∈ range N, 0 ≤ cyclicBond q (s n) (s (n + 1)) := by
    intro n _
    unfold cyclicBond
    split_ifs <;> norm_num
  have h0 := (Finset.sum_eq_zero_iff_of_nonneg hnn).1 (le_antisymm h (sum_nonneg hnn))
  -- every bond is satisfied, so the state advances by one at each site
  have hstep : ∀ n, n < N → s (n + 1) = s n + 1 := by
    intro n hn
    by_contra hne
    have h1 := h0 n (mem_range.2 hn)
    simp [cyclicBond, hne] at h1
  have hadv : ∀ n, n ≤ N → s n = s 0 + (n : ZMod q) := by
    intro n
    induction n with
    | zero => intro _; simp
    | succ n ih =>
      intro hn
      rw [hstep n (by omega), ih (by omega), Nat.cast_add, Nat.cast_one, add_assoc]
  have hend : s N = s 0 := by
    have h1 := hs 0
    rwa [zero_add] at h1
  have hzero : (N : ZMod q) = 0 := by
    have h1 := hadv N le_rfl
    rw [hend] at h1
    linear_combination -h1
  exact (CharP.cast_eq_zero_iff (ZMod q) q N).1 hzero

end

end GroundStateSupercell
```

```lean
#print axioms GroundStateSupercell.exists_ground_state
#print axioms GroundStateSupercell.aperiodic_bound
#print axioms GroundStateSupercell.period_bound_sharp
```

```
'GroundStateSupercell.exists_ground_state' depends on axioms: [propext, Classical.choice, Quot.sound]
'GroundStateSupercell.aperiodic_bound' depends on axioms: [propext, Classical.choice, Quot.sound]
'GroundStateSupercell.period_bound_sharp' depends on axioms: [propext, Classical.choice, Quot.sound]
```
